# No unit eigenvector for the larger eigenvalue can be chosen continuously on all nonzero traceless symmetric real 2×2 matrices

**Question**

Before passing Cartesian coordinates to a fitted potential, I can rotate each geometry into its principal axes and fix the direction of each axis by some sign rule. I would like the aligned coordinates to vary continuously with the atoms. I am told that this fails already in the plane: every sign rule for the major axis must jump at some geometry where the two principal values differ. Can this be stated rigorously and machine-checked, for actual atomic positions as well as for abstract matrices?

**Answer**

Yes, for nonzero traceless symmetric 2×2 matrices and for three labelled atoms of equal mass in the plane. The number of atoms matters: for two labelled atoms the unit vector from one to the other is a continuous choice. The obstruction is a closed loop of tensors along which the major axis turns by only half a revolution.

## The axis turns at half the angle

Take a symmetric tensor with isotropic part c and anisotropy k > 0 at angle t:

R(t) = c I + k N(t), N(t) = [[cos t, sin t], [sin t, −cos t]]

Write C = cos(t/2), S = sin(t/2) and h(t) = (C, S). For a vector x = (x₀, x₁), let p = C x₀ + S x₁ and q = −S x₀ + C x₁ be its components along and across h(t). Suppose R(t) x = m x. Adding C times the first row to S times the second gives

m p = c p + k [(C cos t + S sin t) x₀ + (C sin t − S cos t) x₁] = (c + k) p,

because the brackets are cos(t/2) and sin(t/2). The combination with −S and C gives m q = (c − k) q in the same way. Hence

(m − c − k) p = 0 and (m − c + k) q = 0.

If m > c + k, then p = q = 0 and x = 0, so no eigenvalue exceeds c + k. The vector h(t) attains that value. A unit eigenvector w for the largest eigenvalue therefore has q = 0, so w = p h(t) with p² = 1, which means w = ±h(t).

Now let v(t) be a continuous choice of this axis. The overlap f(t) = v(t)·h(t) is continuous and takes only the values 1 and −1, so it is constant. Since h(t + 2π) = −h(t),

v(t + 2π) = −v(t).

But R(2π) = R(0). If v(t) = u(R(t)) for some function u, then v(2π) = v(0), so v(0) = −v(0) = 0, which is not a unit vector. The case c = 0, k = 1 settles the traceless matrices.

## A loop of three atoms

Place atoms at the corners eᵢ of an equilateral triangle with circumradius 1. Then Σ eᵢ = 0 and Σ eᵢ eᵢᵀ = (3/2) I. Deform it by D(t) = 2I + N(t), which stretches by 3 along h(t) and by 1 across it. The centroid stays at the origin. Since N(t)² = I, the gyration tensor, taken here as a sum over the atoms without the usual division by their number, is

G(t) = (3/2) D(t)² = (15/2) I + 6 N(t).

At t = 2π every labelled atom is back in its place, while a continuously followed axis has reversed. The same contradiction follows.

## What the two theorems say

`IsMajorAxis M w` says that w has unit length and is an eigenvector of M whose eigenvalue bounds every real eigenvalue of M. `no_continuous_major_axis` denies that any u is continuous on the symmetric, traceless, nonzero matrices and returns a major axis for each of them. `ContinuousOn` restricts the continuity requirement to that set.

In `no_continuous_molecular_axis`, a configuration `x : Fin 3 → Fin 2 → ℝ` gives two coordinates for each of three labelled atoms. `gyration` is the sum over atoms, with unit masses and no division by 3, taken about the centroid. The condition `∀ c : ℝ, gyration x ≠ c • 1` excludes isotropic tensors, for which every direction is principal. The map u may use the labels and all positions, and it need not respect rotations or translations.

For three equal-mass atoms in the plane, principal-axis alignment therefore cannot supply a continuous oriented frame over all anisotropic geometries. A potential fitted in such a frame may inherit the jump unless it is insensitive to the flip. The theorems do not treat three-dimensional molecules, unequal masses or other numbers of atoms. They also leave open continuous choices on smaller regions of configurations and frames not built from eigenvectors.

In Lean 4 with Mathlib:

```lean
import Mathlib

open Matrix

namespace PrincipalAxisFrame

noncomputable section

/-- A major axis of `M`: a unit eigenvector whose eigenvalue is the largest one of `M`. -/
def IsMajorAxis (M : Matrix (Fin 2) (Fin 2) ℝ) (w : Fin 2 → ℝ) : Prop :=
  w ⬝ᵥ w = 1 ∧ ∃ l : ℝ, M *ᵥ w = l • w ∧
    ∀ (m : ℝ) (x : Fin 2 → ℝ), x ≠ 0 → M *ᵥ x = m • x → m ≤ l

/-- A planar tensor with isotropic part `c` and anisotropy `k` at angle `t`. -/
def rotatingTensor (c k t : ℝ) : Matrix (Fin 2) (Fin 2) ℝ :=
  !![c + k * Real.cos t, k * Real.sin t; k * Real.sin t, c - k * Real.cos t]

/-- The unit vector at half the angle `t`. -/
def halfAxis (t : ℝ) : Fin 2 → ℝ := ![Real.cos (t / 2), Real.sin (t / 2)]

/-- Cosine and sine of an angle in terms of the half angle. -/
theorem half_angle (t : ℝ) :
    Real.cos t = Real.cos (t / 2) ^ 2 - Real.sin (t / 2) ^ 2 ∧
    Real.sin t = 2 * Real.sin (t / 2) * Real.cos (t / 2) ∧
    Real.sin (t / 2) ^ 2 + Real.cos (t / 2) ^ 2 = 1 := by
  have hp := Real.sin_sq_add_cos_sq (t / 2)
  have h1 := Real.cos_two_mul (t / 2)
  have h2 := Real.sin_two_mul (t / 2)
  rw [show 2 * (t / 2) = t by ring] at h1 h2
  exact ⟨by linear_combination h1 + hp, h2, hp⟩

/-- The eigenvalue equation of the rotating tensor separates into the components of the
vector along and across the half-angle direction. -/
theorem eigen_split {c k t m : ℝ} {x : Fin 2 → ℝ}
    (h : rotatingTensor c k t *ᵥ x = m • x) :
    (m - c - k) * (Real.cos (t / 2) * x 0 + Real.sin (t / 2) * x 1) = 0 ∧
    (m - c + k) * (-Real.sin (t / 2) * x 0 + Real.cos (t / 2) * x 1) = 0 := by
  obtain ⟨hc, hs, hp⟩ := half_angle t
  have e0 : (c + k * Real.cos t) * x 0 + k * Real.sin t * x 1 = m * x 0 := by
    have := congrFun h 0
    simpa [rotatingTensor, Matrix.mulVec, dotProduct, Fin.sum_univ_two] using this
  have e1 : k * Real.sin t * x 0 + (c - k * Real.cos t) * x 1 = m * x 1 := by
    have := congrFun h 1
    simpa [rotatingTensor, Matrix.mulVec, dotProduct, Fin.sum_univ_two] using this
  rw [hc, hs] at e0 e1
  constructor
  · linear_combination -Real.cos (t / 2) * e0 - Real.sin (t / 2) * e1
      + k * (Real.cos (t / 2) * x 0 + Real.sin (t / 2) * x 1) * hp
  · linear_combination Real.sin (t / 2) * e0 - Real.cos (t / 2) * e1
      - k * (-Real.sin (t / 2) * x 0 + Real.cos (t / 2) * x 1) * hp

/-- For positive anisotropy the major axes of the rotating tensor are exactly the two
opposite unit vectors along the half-angle direction. -/
theorem major_axis_iff {c k : ℝ} (hk : 0 < k) (t : ℝ) (w : Fin 2 → ℝ) :
    IsMajorAxis (rotatingTensor c k t) w ↔ w = halfAxis t ∨ w = -halfAxis t := by
  obtain ⟨hc, hs, hp⟩ := half_angle t
  have hnorm : halfAxis t ⬝ᵥ halfAxis t = 1 := by
    rw [dotProduct, Fin.sum_univ_two]
    change Real.cos (t / 2) * Real.cos (t / 2) + Real.sin (t / 2) * Real.sin (t / 2) = 1
    linear_combination hp
  have heig : rotatingTensor c k t *ᵥ halfAxis t = (c + k) • halfAxis t := by
    ext j
    rw [Matrix.mulVec, dotProduct, Fin.sum_univ_two]
    fin_cases j
    · change (c + k * Real.cos t) * Real.cos (t / 2) + k * Real.sin t * Real.sin (t / 2)
        = (c + k) * Real.cos (t / 2)
      linear_combination k * Real.cos (t / 2) * hc + k * Real.sin (t / 2) * hs
        + k * Real.cos (t / 2) * hp
    · change k * Real.sin t * Real.cos (t / 2) + (c - k * Real.cos t) * Real.sin (t / 2)
        = (c + k) * Real.sin (t / 2)
      linear_combination k * Real.cos (t / 2) * hs - k * Real.sin (t / 2) * hc
        + k * Real.sin (t / 2) * hp
  have hmax : ∀ (m : ℝ) (x : Fin 2 → ℝ), x ≠ 0 →
      rotatingTensor c k t *ᵥ x = m • x → m ≤ c + k := by
    intro m x hx hm
    by_contra hlt
    have hlt' : c + k < m := lt_of_not_ge hlt
    obtain ⟨a, b⟩ := eigen_split hm
    have a' := (mul_eq_zero.mp a).resolve_left (by linarith)
    have b' := (mul_eq_zero.mp b).resolve_left (by linarith)
    apply hx
    ext j
    fin_cases j
    · change x 0 = 0
      linear_combination Real.cos (t / 2) * a' - Real.sin (t / 2) * b' - x 0 * hp
    · change x 1 = 0
      linear_combination Real.sin (t / 2) * a' + Real.cos (t / 2) * b' - x 1 * hp
  constructor
  · rintro ⟨hn, l, hl, hm⟩
    have hne : halfAxis t ≠ 0 := by
      intro h
      rw [h] at hnorm
      simp at hnorm
    have hle := hm (c + k) (halfAxis t) hne heig
    -- the component across the half-angle direction vanishes
    have q := (mul_eq_zero.mp (eigen_split hl).2).resolve_left (by linarith)
    rw [dotProduct, Fin.sum_univ_two] at hn
    have w0 : w 0 = Real.cos (t / 2) * (Real.cos (t / 2) * w 0 + Real.sin (t / 2) * w 1) := by
      linear_combination -w 0 * hp - Real.sin (t / 2) * q
    have w1 : w 1 = Real.sin (t / 2) * (Real.cos (t / 2) * w 0 + Real.sin (t / 2) * w 1) := by
      linear_combination -w 1 * hp + Real.cos (t / 2) * q
    have hsq : (Real.cos (t / 2) * w 0 + Real.sin (t / 2) * w 1) *
        (Real.cos (t / 2) * w 0 + Real.sin (t / 2) * w 1) = 1 := by
      linear_combination (w 0 ^ 2 + w 1 ^ 2) * hp + hn
        - (-Real.sin (t / 2) * w 0 + Real.cos (t / 2) * w 1) * q
    rcases mul_self_eq_one_iff.mp hsq with h | h
    · left
      ext j
      fin_cases j
      · change w 0 = Real.cos (t / 2)
        linear_combination w0 + Real.cos (t / 2) * h
      · change w 1 = Real.sin (t / 2)
        linear_combination w1 + Real.sin (t / 2) * h
    · right
      ext j
      fin_cases j
      · change w 0 = -Real.cos (t / 2)
        linear_combination w0 + Real.cos (t / 2) * h
      · change w 1 = -Real.sin (t / 2)
        linear_combination w1 + Real.sin (t / 2) * h
  · rintro (rfl | rfl)
    · exact ⟨hnorm, c + k, heig, hmax⟩
    · refine ⟨by rw [neg_dotProduct, dotProduct_neg, neg_neg, hnorm], c + k, ?_, hmax⟩
      rw [Matrix.mulVec_neg, heig, smul_neg]

/-- Along a full turn of the anisotropy angle, a continuously followed major axis
comes back reversed. -/
theorem axis_reversal {c k : ℝ} (hk : 0 < k) {v : ℝ → Fin 2 → ℝ} (hv : Continuous v)
    (hM : ∀ t, IsMajorAxis (rotatingTensor c k t) (v t)) (t : ℝ) :
    v (t + 2 * Real.pi) = -v t := by
  obtain ⟨f, hf⟩ : ∃ f : ℝ → ℝ, f = fun s =>
    v s 0 * Real.cos (s / 2) + v s 1 * Real.sin (s / 2) := ⟨_, rfl⟩
  have hcont : Continuous f := by
    have h0 : Continuous fun s => v s 0 := (continuous_apply 0).comp hv
    have h1 : Continuous fun s => v s 1 := (continuous_apply 1).comp hv
    rw [hf]
    fun_prop
  have fpos : ∀ s, v s = halfAxis s → f s = 1 := by
    intro s h
    simp only [hf, h]
    change Real.cos (s / 2) * Real.cos (s / 2) + Real.sin (s / 2) * Real.sin (s / 2) = 1
    linear_combination (half_angle s).2.2
  have fneg : ∀ s, v s = -halfAxis s → f s = -1 := by
    intro s h
    simp only [hf, h]
    change -Real.cos (s / 2) * Real.cos (s / 2) + -Real.sin (s / 2) * Real.sin (s / 2) = -1
    linear_combination -(half_angle s).2.2
  -- the overlap is never zero, so it cannot change sign
  have hno : ∀ a b, f a = -1 → f b = 1 → False := by
    intro a b ha hb
    obtain ⟨s, hs⟩ := mem_range_of_exists_le_of_exists_ge hcont
      (c := 0) ⟨a, by rw [ha]; norm_num⟩ ⟨b, by rw [hb]; norm_num⟩
    rcases (major_axis_iff hk s _).mp (hM s) with h | h
    · linarith [fpos s h]
    · linarith [fneg s h]
  have hturn : halfAxis (t + 2 * Real.pi) = -halfAxis t := by
    have e : (t + 2 * Real.pi) / 2 = t / 2 + Real.pi := by ring
    ext j
    fin_cases j
    · change Real.cos ((t + 2 * Real.pi) / 2) = -Real.cos (t / 2)
      rw [e, Real.cos_add_pi]
    · change Real.sin ((t + 2 * Real.pi) / 2) = -Real.sin (t / 2)
      rw [e, Real.sin_add_pi]
  rcases (major_axis_iff hk t _).mp (hM t) with h | h <;>
    rcases (major_axis_iff hk _ _).mp (hM (t + 2 * Real.pi)) with h' | h'
  · rw [h', h, hturn]
  · exact (hno _ _ (fneg _ h') (fpos _ h)).elim
  · exact (hno _ _ (fneg _ h) (fpos _ h')).elim
  · rw [h', h, hturn]

/-- A continuously followed major axis differs at the two ends of a full turn. -/
theorem axis_not_periodic {c k : ℝ} (hk : 0 < k) {v : ℝ → Fin 2 → ℝ} (hv : Continuous v)
    (hM : ∀ t, IsMajorAxis (rotatingTensor c k t) (v t)) : v (2 * Real.pi) ≠ v 0 := by
  intro e
  have h := axis_reversal hk hv hM 0
  rw [zero_add, e] at h
  have hz : v 0 = 0 := by
    ext j
    have hj : v 0 j = -v 0 j := congrFun h j
    change v 0 j = 0
    linarith
  have n := (hM 0).1
  rw [hz] at n
  simp at n

/-- No continuous map assigns to every nonzero traceless symmetric real 2×2 matrix a unit
eigenvector for its larger eigenvalue. -/
theorem no_continuous_major_axis :
    ¬ ∃ u : Matrix (Fin 2) (Fin 2) ℝ → (Fin 2 → ℝ),
      ContinuousOn u {A | A.IsSymm ∧ A.trace = 0 ∧ A ≠ 0} ∧
      ∀ A : Matrix (Fin 2) (Fin 2) ℝ, A.IsSymm → A.trace = 0 → A ≠ 0 →
        IsMajorAxis A (u A) := by
  rintro ⟨u, hu, hA⟩
  have hmem : ∀ t, (rotatingTensor 0 1 t).IsSymm ∧ (rotatingTensor 0 1 t).trace = 0 ∧
      rotatingTensor 0 1 t ≠ 0 := by
    intro t
    refine ⟨?_, ?_, ?_⟩
    · ext i j
      fin_cases i <;> fin_cases j <;> rfl
    · simp [rotatingTensor, Matrix.trace_fin_two]
    · intro h
      have h0 : 0 + 1 * Real.cos t = 0 := congrFun (congrFun h 0) 0
      have h1 : 1 * Real.sin t = 0 := congrFun (congrFun h 0) 1
      have hp := Real.sin_sq_add_cos_sq t
      rw [show Real.cos t = 0 by linarith, show Real.sin t = 0 by linarith] at hp
      norm_num at hp
  have hcont : Continuous (rotatingTensor 0 1) := by
    refine continuous_matrix fun i j => ?_
    fin_cases i <;> fin_cases j <;> simp [rotatingTensor] <;> fun_prop
  refine axis_not_periodic (c := 0) one_pos (v := fun t => u (rotatingTensor 0 1 t))
    (hu.comp_continuous hcont hmem)
    (fun t => hA _ (hmem t).1 (hmem t).2.1 (hmem t).2.2) ?_
  simp only [rotatingTensor, Real.cos_two_pi, Real.sin_two_pi, Real.cos_zero, Real.sin_zero]

/-- The centroid of three atoms in the plane. -/
def centroid (x : Fin 3 → Fin 2 → ℝ) (j : Fin 2) : ℝ := (∑ i, x i j) / 3

/-- The unnormalised gyration tensor of three atoms of unit mass about their centroid: a sum over
the atoms, not divided by their number. -/
def gyration (x : Fin 3 → Fin 2 → ℝ) : Matrix (Fin 2) (Fin 2) ℝ :=
  Matrix.of fun j l => ∑ i, (x i j - centroid x j) * (x i l - centroid x l)

/-- An equilateral triangle of atoms. -/
def equilateral : Fin 3 → Fin 2 → ℝ :=
  ![![1, 0], ![-1 / 2, √3 / 2], ![-1 / 2, -(√3 / 2)]]

/-- The equilateral triangle deformed by the symmetric matrix `rotatingTensor 2 1 t`. -/
def triangle (t : ℝ) (i : Fin 3) : Fin 2 → ℝ :=
  ![(2 + Real.cos t) * equilateral i 0 + Real.sin t * equilateral i 1,
    Real.sin t * equilateral i 0 + (2 - Real.cos t) * equilateral i 1]

/-- The unnormalised gyration tensor (the sum over the atoms, not divided by 3) of the deformed
triangle is a rotating tensor with isotropic part `15/2` and anisotropy `6`. -/
theorem gyration_triangle (t : ℝ) : gyration (triangle t) = rotatingTensor (15 / 2) 6 t := by
  have t0 : ∀ i, triangle t i 0 =
    (2 + Real.cos t) * equilateral i 0 + Real.sin t * equilateral i 1 := fun _ => rfl
  have t1 : ∀ i, triangle t i 1 =
    Real.sin t * equilateral i 0 + (2 - Real.cos t) * equilateral i 1 := fun _ => rfl
  have a0 : equilateral 0 0 = 1 := rfl
  have a1 : equilateral 1 0 = -1 / 2 := rfl
  have a2 : equilateral 2 0 = -1 / 2 := rfl
  have b0 : equilateral 0 1 = 0 := rfl
  have b1 : equilateral 1 1 = √3 / 2 := rfl
  have b2 : equilateral 2 1 = -(√3 / 2) := rfl
  have c0 : centroid (triangle t) 0 = 0 := by
    simp only [centroid, Fin.sum_univ_three, t0, a0, a1, a2, b0, b1, b2]
    ring
  have c1 : centroid (triangle t) 1 = 0 := by
    simp only [centroid, Fin.sum_univ_three, t1, a0, a1, a2, b0, b1, b2]
    ring
  have key : ∀ j l, gyration (triangle t) j l = ∑ i, (triangle t i j - centroid (triangle t) j)
    * (triangle t i l - centroid (triangle t) l) := fun _ _ => rfl
  have hq : √3 ^ 2 = (3 : ℝ) := Real.sq_sqrt (by norm_num)
  have hp := Real.sin_sq_add_cos_sq t
  ext j l
  fin_cases j <;> fin_cases l
  · change gyration (triangle t) 0 0 = 15 / 2 + 6 * Real.cos t
    simp only [key, Fin.sum_univ_three, c0, t0, a0, a1, a2, b0, b1, b2]
    linear_combination Real.sin t ^ 2 / 2 * hq + 3 / 2 * hp
  · change gyration (triangle t) 0 1 = 6 * Real.sin t
    simp only [key, Fin.sum_univ_three, c0, c1, t0, t1, a0, a1, a2, b0, b1, b2]
    linear_combination Real.sin t * (2 - Real.cos t) / 2 * hq
  · change gyration (triangle t) 1 0 = 6 * Real.sin t
    simp only [key, Fin.sum_univ_three, c0, c1, t0, t1, a0, a1, a2, b0, b1, b2]
    linear_combination Real.sin t * (2 - Real.cos t) / 2 * hq
  · change gyration (triangle t) 1 1 = 15 / 2 - 6 * Real.cos t
    simp only [key, Fin.sum_univ_three, c1, t1, a0, a1, a2, b0, b1, b2]
    linear_combination (2 - Real.cos t) ^ 2 / 2 * hq + 3 / 2 * hp

/-- For three labelled atoms of equal mass in the plane, no continuous choice of an oriented
major axis of the gyration tensor exists on the configurations where it is anisotropic. -/
theorem no_continuous_molecular_axis :
    ¬ ∃ u : (Fin 3 → Fin 2 → ℝ) → (Fin 2 → ℝ),
      ContinuousOn u {x | ∀ c : ℝ, gyration x ≠ c • 1} ∧
      ∀ x, (∀ c : ℝ, gyration x ≠ c • 1) → IsMajorAxis (gyration x) (u x) := by
  rintro ⟨u, hu, hA⟩
  have hmem : ∀ t, ∀ c : ℝ, gyration (triangle t) ≠ c • 1 := by
    intro t c h
    rw [gyration_triangle] at h
    have h0 : 15 / 2 + 6 * Real.cos t = c := by
      simpa [rotatingTensor] using congrFun (congrFun h 0) 0
    have h1 : 15 / 2 - 6 * Real.cos t = c := by
      simpa [rotatingTensor] using congrFun (congrFun h 1) 1
    have h2 : Real.sin t = 0 := by
      simpa [rotatingTensor] using congrFun (congrFun h 0) 1
    have hp := Real.sin_sq_add_cos_sq t
    rw [show Real.cos t = 0 by linarith, h2] at hp
    norm_num at hp
  have hcont : Continuous triangle := by
    refine continuous_pi fun i => continuous_pi fun j => ?_
    fin_cases j
    · change Continuous fun t : ℝ =>
        (2 + Real.cos t) * equilateral i 0 + Real.sin t * equilateral i 1
      fun_prop
    · change Continuous fun t : ℝ =>
        Real.sin t * equilateral i 0 + (2 - Real.cos t) * equilateral i 1
      fun_prop
  -- the labelled atoms return to their places, but a continuous axis would not
  have hper : triangle (2 * Real.pi) = triangle 0 := by
    funext i
    simp only [triangle, Real.cos_two_pi, Real.sin_two_pi, Real.cos_zero, Real.sin_zero]
  refine axis_not_periodic (c := 15 / 2) (k := 6) (by norm_num)
    (v := fun t => u (triangle t)) (hu.comp_continuous hcont hmem) (fun t => ?_)
    (congrArg u hper)
  rw [← gyration_triangle]
  exact hA _ (hmem t)

end

end PrincipalAxisFrame
```

```lean
#print axioms PrincipalAxisFrame.no_continuous_major_axis
#print axioms PrincipalAxisFrame.no_continuous_molecular_axis
```

```
'PrincipalAxisFrame.no_continuous_major_axis' depends on axioms: [propext, Classical.choice, Quot.sound]
'PrincipalAxisFrame.no_continuous_molecular_axis' depends on axioms: [propext, Classical.choice, Quot.sound]
```

## How the proof follows the derivation

`half_angle` supplies the trigonometric identities, and `eigen_split` derives the two product equations; `linear_combination` carries out the weighted addition of rows. `major_axis_iff` proves that the major axes are exactly ±h(t), where h is `halfAxis`. Its `hmax` step rules out larger eigenvalues, and `mul_self_eq_one_iff` turns p² = 1 into the two signs.

In `axis_reversal`, `hno` is the intermediate value argument: if f took both signs it would vanish somewhere, contradicting f = ±1. The four sign combinations at t and t + 2π are then checked, and the two that would change the sign of f are excluded. `axis_not_periodic` specialises to t = 0 and uses the unit length.

Both final theorems compose the supposed u with a continuous loop and apply `axis_not_periodic`. For matrices the loop is `rotatingTensor 0 1`. For atoms it is `triangle`, whose tensor is computed entry by entry in `gyration_triangle`. In each case `hmem` checks that the loop stays in the permitted set.
